# If every translation t acts as the number exp(-ik·t), every rotation part preserves k up to a reciprocal vector

The theorem `little_group_condition` concerns a group G of isometries x ↦ Rx + w of a real inner product space, represented in a complex algebra with 1 ≠ 0. If every pure translation t in G is represented by the number exp(-ik·t), then for each (R,w) in G the vector R⁻¹k - k is reciprocal to the translations: its scalar product with each t is an integer multiple of 2π. The proof looks at the operator exp(ik·w) D(R,w), where D is the representation. Multiplying (R,w) on the right by a translation t leaves this operator unchanged, but the product law says that it is multiplied by exp(i(R⁻¹k - k)·t). That factor must therefore be 1, and the integer is read off from the exponent.

In Lean, a first try:

```lean
import Mathlib

open scoped InnerProductSpace Real

namespace SmallRepresentations

noncomputable section

/-- The Seitz symbol (R,w) of the isometry x ↦ R x + w. -/
@[ext] structure Seitz (V : Type*) [NormedAddCommGroup V] [InnerProductSpace ℝ V] where
  rot : V ≃ₗᵢ[ℝ] V
  trans : V

variable {V : Type*} [NormedAddCommGroup V] [InnerProductSpace ℝ V]

/-- Seitz symbols multiply as isometries compose: (R,w)(S,v) = (RS, w + Rv). -/
instance : Group (Seitz V) where
  mul g h := ⟨g.rot * h.rot, g.trans + g.rot h.trans⟩
  one := ⟨1, 0⟩
  inv g := ⟨g.rot⁻¹, -(g.rot⁻¹ g.trans)⟩
  mul_assoc a b c := Seitz.ext (mul_assoc a.rot b.rot c.rot) (by
    change (a.trans + a.rot b.trans) + a.rot (b.rot c.trans)
      = a.trans + a.rot (b.trans + b.rot c.trans)
    rw [map_add, add_assoc])
  one_mul a := Seitz.ext (one_mul a.rot) (zero_add a.trans)
  mul_one a := Seitz.ext (mul_one a.rot) (by
    change a.trans + a.rot 0 = a.trans
    rw [map_zero, add_zero])
  inv_mul_cancel a := Seitz.ext (inv_mul_cancel a.rot) (neg_add_cancel (a.rot⁻¹ a.trans))

/-- The plane wave exp(i k·x). -/
def wave (k x : V) : ℂ := Complex.exp (Complex.I * ((⟪k, x⟫_ℝ : ℝ) : ℂ))

/-- The vector q is reciprocal to the translations t of G: q·t is a multiple of 2π. -/
def IsReciprocal (G : Subgroup (Seitz V)) (q : V) : Prop :=
  ∀ t : V, (⟨1, t⟩ : Seitz V) ∈ G → ∃ n : ℤ, ⟪q, t⟫_ℝ = 2 * π * n

variable {G : Subgroup (Seitz V)} {A : Type*} [Ring A] [Algebra ℂ A]

/-- Every translation (1,t) of G is represented by the number exp(-i k·t). -/
def BlochAt (D : G →* A) (k : V) : Prop :=
  ∀ g : G, g.1.rot = 1 → D g = wave (-k) g.1.trans • (1 : A)

/-- The operator exp(i k·w) D(R,w). -/
def smallOp (D : G →* A) (k : V) (g : G) : A := wave k g.1.trans • D g

/-- A rotation moves across the scalar product as its inverse: R⁻¹k·x = k·Rx. -/
theorem inner_inv_rot (R : V ≃ₗᵢ[ℝ] V) (k x : V) : ⟪R⁻¹ k, x⟫_ℝ = ⟪k, R x⟫_ℝ := by
  rw [← R.inner_map_map (R⁻¹ k) x, show R (R⁻¹ k) = k from R.apply_symm_apply k]

/-- If all translations (1,t) of G act as exp(-i k·t), then elements of G with the same rotation
part have the same operator exp(i k·w) D(R,w). -/
theorem smallOp_eq_of_rot_eq {D : G →* A} {k : V} (hD : BlochAt D k) (g h : G)
    (hr : g.1.rot = h.1.rot) : smallOp D k g = smallOp D k h := by
  -- g and h differ by a pure translation
  have h1 : (g * h⁻¹).1.rot = 1 := by
    change g.1.rot * h.1.rot⁻¹ = 1
    rw [hr, mul_inv_cancel]
  have h2 : (g * h⁻¹).1.trans = g.1.trans - h.1.trans := by
    change g.1.trans + g.1.rot (-(h.1.rot.symm h.1.trans)) = _
    rw [hr, map_neg, LinearIsometryEquiv.apply_symm_apply, sub_eq_add_neg]
  have h3 : D g = wave (-k) (g.1.trans - h.1.trans) • D h := by
    have h4 := hD _ h1
    rw [h2] at h4
    calc D g = D (g * h⁻¹) * D h := by rw [← map_mul, inv_mul_cancel_right]
      _ = _ := by rw [h4, smul_mul_assoc, one_mul]
  unfold smallOp
  rw [h3, smul_smul]
  congr 1
  simp only [wave, ← Complex.exp_add, inner_neg_left, inner_sub_right]
  congr 1
  push_cast
  ring

/-- The operators exp(i k·w) D(R,w) multiply like the elements of G, up to the factor
exp(-i(R₁⁻¹k - k)·w₂). -/
theorem smallOp_mul (D : G →* A) (k : V) (g h : G) :
    smallOp D k g * smallOp D k h
      = wave (-(g.1.rot⁻¹ k - k)) h.1.trans • smallOp D k (g * h) := by
  have ht : (g * h).1.trans = g.1.trans + g.1.rot h.1.trans := rfl
  unfold smallOp
  rw [smul_mul_smul_comm, ← map_mul, smul_smul, ht]
  congr 1
  simp only [wave, ← Complex.exp_add, inner_neg_left, inner_sub_left, inner_inv_rot,
    inner_add_right]
  congr 1
  push_cast
  ring

/-- If 1 ≠ 0 in A and all translations (1,t) of G act as exp(-i k·t), then R⁻¹k - k is reciprocal to
them for every (R,w) in G. -/
theorem little_group_condition [Nontrivial A] {D : G →* A} {k : V} (hD : BlochAt D k)
    (g : G) : IsReciprocal G (g.1.rot⁻¹ k - k) := by
  intro t ht
  let τ : G := ⟨⟨1, t⟩, ht⟩
  have h1 : smallOp D k τ = 1 := by
    have hw : wave k t * wave (-k) t = 1 := by
      rw [wave, wave, ← Complex.exp_add, inner_neg_left, Complex.ofReal_neg, mul_neg,
        add_neg_cancel, Complex.exp_zero]
    unfold smallOp
    rw [hD τ rfl, smul_smul]
    change (wave k t * wave (-k) t) • (1 : A) = 1
    rw [hw, one_smul]
  have h2 : smallOp D k (g * τ) = smallOp D k g :=
    smallOp_eq_of_rot_eq hD _ _ (mul_one g.1.rot)
  -- multiplying by the translation changes nothing, so its factor must be 1
  have h3 : smallOp D k g = wave (-(g.1.rot⁻¹ k - k)) t • smallOp D k g := by
    have h := smallOp_mul D k g τ
    rw [h1, h2, mul_one] at h
    exact h
  have hS : smallOp D k g * D g⁻¹ = wave k g.1.trans • (1 : A) := by
    rw [smallOp, smul_mul_assoc, ← map_mul, mul_inv_cancel, map_one]
  have h5 : wave k g.1.trans • (1 : A)
      = (wave (-(g.1.rot⁻¹ k - k)) t * wave k g.1.trans) • (1 : A) := by
    rw [mul_smul, ← hS, ← smul_mul_assoc, ← h3]
  have h6 : wave k g.1.trans = wave (-(g.1.rot⁻¹ k - k)) t * wave k g.1.trans := by
    apply (algebraMap ℂ A).injective
    simp only [Algebra.algebraMap_eq_smul_one]
    exact h5
  have h7 : wave (-(g.1.rot⁻¹ k - k)) t = 1 :=
    mul_right_cancel₀ (Complex.exp_ne_zero _ : wave k g.1.trans ≠ 0)
      (by rw [one_mul]; exact h6.symm)
  obtain ⟨n, hn⟩ := Complex.exp_eq_one_iff.1 h7
  refine ⟨-n, ?_⟩
  rw [inner_neg_left] at hn
  have h8 := congrArg Complex.im hn
  simp at h8
  push_cast
  linarith

end

end SmallRepresentations
```

Messages:

```
Main.lean:129:2: error: linarith failed to find a contradiction
case h1
V : Type u_1
inst✝⁴ : NormedAddCommGroup V
inst✝³ : InnerProductSpace ℝ V
G : Subgroup (Seitz V)
A : Type u_2
inst✝² : Ring A
inst✝¹ : Algebra ℂ A
inst✝ : Nontrivial A
D : ↥G →* A
k : V
hD : BlochAt D k
g : ↥G
t : V
ht : { rot := 1, trans := t } ∈ G
τ : ↥G := ⟨{ rot := 1, trans := t }, ht⟩
h1 : smallOp D k τ = 1
h2 : smallOp D k (g * τ) = smallOp D k g
h3 : smallOp D k g = wave (-((↑g).rot⁻¹ k - k)) t • smallOp D k g
hS : smallOp D k g * D g⁻¹ = wave k (↑g).trans • 1
h5 : wave k (↑g).trans • 1 = (wave (-((↑g).rot⁻¹ k - k)) t * wave k (↑g).trans) • 1
h6 : wave k (↑g).trans = wave (-((↑g).rot⁻¹ k - k)) t * wave k (↑g).trans
h7 : wave (-((↑g).rot⁻¹ k - k)) t = 1
n : ℤ
hn : Complex.I * ↑(-⟪(↑g).rot⁻¹ k - k, t⟫_ℝ) = ↑n * (2 * ↑π * Complex.I)
h8 : -⟪(↑g).rot.symm k - k, t⟫_ℝ = ↑n * (2 * π)
a✝ : ⟪(↑g).rot⁻¹ k - k, t⟫_ℝ < 2 * π * -↑n
⊢ False
failed
```

Cause. The physics is finished by the time the error occurs: `h8` is the equation needed, but it's written differently from the goal. The call `simp at h8` not only simplified the imaginary parts but also rewrote the inverse rotation `rot⁻¹` inside the scalar product as `rot.symm`. The goal still has `rot⁻¹`, as the negated inequality in the message shows. The two are the same map, but `linarith` doesn't recognise the two scalar products as the same number. It treats them as unrelated unknowns, so `h8` says nothing about the one in the goal and no contradiction is found.

The added `generalize` line replaces the scalar product by a single real variable `x`, in both `hn` and the goal, before `simp` runs. There is then no rotation left for `simp` to rewrite, `h8` and the goal speak of the same `x`, and `linarith` can finish.

The other change only rewords a comment and has no effect on the proof.

Fix (accepted with no message):

```diff
@@ -104,5 +104,5 @@
   have h2 : smallOp D k (g * τ) = smallOp D k g :=
     smallOp_eq_of_rot_eq hD _ _ (mul_one g.1.rot)
-  -- multiplying by the translation changes nothing, so its factor must be 1
+  -- by h1, h2 and the product law, the operator equals itself times the phase factor
   have h3 : smallOp D k g = wave (-(g.1.rot⁻¹ k - k)) t • smallOp D k g := by
     have h := smallOp_mul D k g τ
@@ -124,4 +124,5 @@
   refine ⟨-n, ?_⟩
   rw [inner_neg_left] at hn
+  generalize ⟪g.1.rot⁻¹ k - k, t⟫_ℝ = x at hn ⊢
   have h8 := congrArg Complex.im hn
   simp at h8
```
